# A uniform potential α/Ω at cell volume Ω changes every level's deformation potential by −α/Ω and leaves those of the gaps unchanged

I compressed and expanded the unit cell of a semiconductor in two plane-wave codes, with the same norm-conserving pseudopotentials, and followed the band edges. The gaps agree at every volume. The deformation potentials Ω de/dΩ of the individual edges do not: they differ between the codes by the same few eV for every band. One code leaves the average of the local pseudopotential, its G = 0 part, out of the Hamiltonian. But a constant potential should have no physical effect, so how can it change a derivative? And should I worry about the pressure?

## The constant depends on the volume

The average is constant in space but not under compression. After the divergent Coulomb parts have been cancelled against the electron and ion terms, the local pseudopotential leaves an average α/Ω. Here α is the integral of its non-Coulomb part, summed over the atoms in the cell, and for given pseudopotentials it depends only on which atoms those are, not on their positions or on the volume. Both codes can be right about the bands; they measure energies from zeros that move differently with volume.

At one volume, write c = α/Ω. For a state v,

(H + cI)v = Hv + cv.

This equals (e + c)v exactly when Hv = ev. The eigenvectors stay the same, and e is a level of H if and only if e + c is a level of H + cI.

Now let the volume vary. If e is differentiable with derivative e′, then

d/dΩ (e + α/Ω) = e′ − α/Ω².

Multiplying by Ω turns the deformation potential D = Ωe′ into

Ω(e′ − α/Ω²) = D − α/Ω.

For two levels i and j the extra terms cancel:

(eᵢ + α/Ω) − (eⱼ + α/Ω) = eᵢ − eⱼ,
(Dᵢ − α/Ω) − (Dⱼ − α/Ω) = Dᵢ − Dⱼ.

The pressure does notice the term. With fixed occupations fᵢ and N = Σᵢ fᵢ,

d/dΩ Σᵢ fᵢ(eᵢ + α/Ω) = Σᵢ fᵢeᵢ′ − Nα/Ω².

Since pressure is minus the volume derivative of the energy, the average potential contributes +Nα/Ω². A code that omits it from the eigenvalues must put Nα/Ω back into the total energy.

There is also a converse. Suppose a uniform shift c(Ω) satisfies Ωc′ = −c at every positive volume. Then

d/dΩ (Ωc) = c + Ωc′ = 0,

so Ωc is a constant α, and c = α/Ω.

Take invented values α = 200 eV Å³ and Ω = 40 Å³. The shift is 5 eV. Valence and conduction edges with deformation potentials −2 eV and −8 eV acquire −7 eV and −13 eV, while the difference, conduction minus valence, stays at −6 eV. For N = 8 electrons the contribution to the pressure is 8 · 200/1600 = 1 eV/Å³, about 160 GPa.

For band calculations in a fixed finite basis, this means that a single edge's deformation potential can be compared between codes only once it is known how each code's energy zero moves with volume.

## Levels, volumes and derivatives in Lean

The Hamiltonian is a function `H` from volumes to complex matrices of one fixed finite size. That describes a fixed set of plane waves; a fixed energy cutoff would change their number with volume. For band edges at different k-points, take `H` block-diagonal, with one block for each k-point. In the code `V` is a running cell volume, not a potential, and `Ω` is the volume at which derivatives are taken.

`IsLevel` says that a real number is an eigenvalue with a nonzero eigenvector. The equivalence `isLevel_shift_iff` needs no Hermiticity; `shiftedHamiltonian_isHermitian` shows separately that the real shift preserves it. `HasDeformationPotential e D Ω` requires a true derivative `e'` at `Ω` with D = Ωe′.

The central theorem, `average_potential_shift`, takes a family of functions `e i` that are levels at all positive volumes and have deformation potentials `D i` at one `Ω > 0`. It concludes that the shifted functions are levels of the shifted Hamiltonian, that each deformation potential becomes `D i - α / Ω`, and that differences of levels and their deformation potentials are unchanged. A gap here is the signed difference of two labelled levels. Differentiability is assumed: where bands cross, levels numbered by energy can have kinks, and the labels must then follow the smooth branches.

What links this to the two codes is the physical identification of their difference with α/Ω times the identity, with α independent of volume. The theorem `average_potential_shift` starts from that form.

```lean
import Mathlib

open Matrix

namespace PseudopotentialAverageShift

noncomputable section

variable {n ι : Type*} [Fintype n] [DecidableEq n]

/-- The real number `e` is a level of the Hamiltonian matrix `H`: some nonzero state `v`
satisfies `H v = e v`. -/
def IsLevel (H : Matrix n n ℂ) (e : ℝ) : Prop :=
  ∃ v : n → ℂ, v ≠ 0 ∧ H *ᵥ v = (e : ℂ) • v

/-- The Hamiltonian at cell volume `V ≠ 0` with the average potential `α / V` added. -/
def shiftedHamiltonian (α : ℝ) (H : ℝ → Matrix n n ℂ) (V : ℝ) : Matrix n n ℂ :=
  H V + ((α / V : ℝ) : ℂ) • (1 : Matrix n n ℂ)

/-- A volume-dependent level `e`, displaced by `α / V` at cell volume `V ≠ 0`. -/
def shiftedLevel (α : ℝ) (e : ℝ → ℝ) (V : ℝ) : ℝ := e V + α / V

/-- The energy `e` is differentiable at the volume `Ω`, and `D = Ω de/dΩ` is its
deformation potential there. -/
def HasDeformationPotential (e : ℝ → ℝ) (D Ω : ℝ) : Prop :=
  ∃ e' : ℝ, HasDerivAt e e' Ω ∧ D = Ω * e'

/-- A constant potential `c` keeps the eigenvectors: `v` solves the eigenvalue equation of
`H + c` at energy `e + c` exactly when it solves that of `H` at energy `e`. -/
theorem eigenvector_shift_iff (H : Matrix n n ℂ) (c e : ℝ) (v : n → ℂ) :
    (H + (c : ℂ) • (1 : Matrix n n ℂ)) *ᵥ v = ((e + c : ℝ) : ℂ) • v ↔
      H *ᵥ v = (e : ℂ) • v := by
  rw [Matrix.add_mulVec, Matrix.smul_mulVec, Matrix.one_mulVec, Complex.ofReal_add,
    add_smul, add_left_inj]

/-- The number `e + c` is a level of `H + c` exactly when `e` is a level of `H`. -/
theorem isLevel_shift_iff (H : Matrix n n ℂ) (c e : ℝ) :
    IsLevel (H + (c : ℂ) • (1 : Matrix n n ℂ)) (e + c) ↔ IsLevel H e := by
  unfold IsLevel
  simp only [eigenvector_shift_iff]

omit [Fintype n] in
/-- If the Hamiltonian is Hermitian at volume `V`, it remains so when the real average
potential `α / V` is added. -/
theorem shiftedHamiltonian_isHermitian (α : ℝ) (H : ℝ → Matrix n n ℂ) (V : ℝ)
    (h : (H V).IsHermitian) : (shiftedHamiltonian α H V).IsHermitian := by
  unfold Matrix.IsHermitian shiftedHamiltonian
  rw [Matrix.conjTranspose_add, Matrix.conjTranspose_smul, Matrix.conjTranspose_one, h.eq,
    Complex.star_def, Complex.conj_ofReal]

/-- At positive volume, the shift `α / Ω` changes the volume derivative of a differentiable
level by `-α / Ω²`. -/
theorem hasDerivAt_shiftedLevel (α : ℝ) {e : ℝ → ℝ} {e' Ω : ℝ} (hΩ : 0 < Ω)
    (he : HasDerivAt e e' Ω) :
    HasDerivAt (shiftedLevel α e) (e' - α / Ω ^ 2) Ω := by
  have h := he.fun_add ((hasDerivAt_const Ω α).fun_div (hasDerivAt_id' Ω) hΩ.ne')
  exact h.congr_deriv (by ring)

/-- At positive volume, the shift `α / Ω` changes the deformation potential of a level
by `-α / Ω`. -/
theorem deformationPotential_shift (α : ℝ) {e : ℝ → ℝ} {D Ω : ℝ} (hΩ : 0 < Ω)
    (h : HasDeformationPotential e D Ω) :
    HasDeformationPotential (shiftedLevel α e) (D - α / Ω) Ω := by
  obtain ⟨e', he, rfl⟩ := h
  refine ⟨e' - α / Ω ^ 2, hasDerivAt_shiftedLevel α hΩ he, ?_⟩
  have h1 : Ω * (α / Ω ^ 2) = α / Ω := by field_simp
  linear_combination h1

/-- Let `e i` be levels of `H` at all positive volumes, with deformation potentials `D i` at
`Ω > 0`. Adding the average potential `α / V` displaces each level by `α / V` and each
deformation potential by `-α / Ω`, while the gaps and their deformation potentials stay
the same. -/
theorem average_potential_shift (α : ℝ) (H : ℝ → Matrix n n ℂ) (e : ι → ℝ → ℝ)
    (D : ι → ℝ) {Ω : ℝ} (hΩ : 0 < Ω)
    (hlevel : ∀ i, ∀ V > 0, IsLevel (H V) (e i V))
    (hD : ∀ i, HasDeformationPotential (e i) (D i) Ω) :
    (∀ i, ∀ V > 0, IsLevel (shiftedHamiltonian α H V) (shiftedLevel α (e i) V)) ∧
    (∀ i, HasDeformationPotential (shiftedLevel α (e i)) (D i - α / Ω) Ω) ∧
    (∀ i j V, shiftedLevel α (e i) V - shiftedLevel α (e j) V = e i V - e j V) ∧
    (∀ i j, HasDeformationPotential
      (fun V => shiftedLevel α (e i) V - shiftedLevel α (e j) V) (D i - D j) Ω) := by
  refine ⟨fun i V hV => (isLevel_shift_iff (H V) (α / V) (e i V)).2 (hlevel i V hV),
    fun i => deformationPotential_shift α hΩ (hD i), fun i j V => ?_, fun i j => ?_⟩
  · unfold shiftedLevel
    ring
  · -- the two levels carry the same extra term, which cancels in the difference
    obtain ⟨a, ha, hDa⟩ := deformationPotential_shift α hΩ (hD i)
    obtain ⟨b, hb, hDb⟩ := deformationPotential_shift α hΩ (hD j)
    exact ⟨a - b, ha.fun_sub hb, by linear_combination hDa - hDb⟩

/-- For differentiable levels with fixed occupations `f i`, the shift `α / Ω` at positive
volume changes the volume derivative of the band energy by `-N α / Ω²`, where `N` is the
sum of the occupations. -/
theorem bandEnergy_derivative_shift [Fintype ι] (α : ℝ) (f : ι → ℝ) (e : ι → ℝ → ℝ)
    (e' : ι → ℝ) {Ω : ℝ} (hΩ : 0 < Ω) (he : ∀ i, HasDerivAt (e i) (e' i) Ω) :
    HasDerivAt (fun V => ∑ i, f i * shiftedLevel α (e i) V)
      (∑ i, f i * e' i - (∑ i, f i) * (α / Ω ^ 2)) Ω := by
  have h := HasDerivAt.fun_sum (u := Finset.univ)
    (fun i _ => (hasDerivAt_shiftedLevel α hΩ (he i)).const_mul (f i))
  refine h.congr_deriv ?_
  rw [Finset.sum_mul, ← Finset.sum_sub_distrib]
  exact Finset.sum_congr rfl fun i _ => by ring

/-- If a uniform shift `c` has deformation potential `-c(Ω)` at every positive volume `Ω`, then
there is a constant `α`, possibly zero, with `c Ω = α / Ω` at every positive volume. -/
theorem shift_eq_const_div_volume (c : ℝ → ℝ)
    (hc : ∀ Ω > 0, HasDeformationPotential c (-c Ω) Ω) :
    ∃ α : ℝ, ∀ Ω > 0, c Ω = α / Ω := by
  -- the product of volume and shift has zero derivative
  have hg : ∀ V : ℝ, 0 < V → HasDerivAt (fun V => V * c V) 0 V := by
    intro V hV
    obtain ⟨c', hc', h⟩ := hc V hV
    exact ((hasDerivAt_id' V).fun_mul hc').congr_deriv (by linear_combination -h)
  refine ⟨c 1, fun Ω hΩ => ?_⟩
  -- hence it has the same value at `Ω` as at unit volume
  have hb := Convex.norm_image_sub_le_of_norm_hasDerivWithin_le
    (f := fun V : ℝ => V * c V) (f' := fun _ => (0 : ℝ)) (C := 0) (s := Set.Ioi (0 : ℝ))
    (fun V hV => (hg V hV).hasDerivWithinAt) (fun _ _ => by simp) (convex_Ioi 0)
    (Set.mem_Ioi.2 one_pos) (Set.mem_Ioi.2 hΩ)
  have h0 : Ω * c Ω - 1 * c 1 = 0 :=
    norm_le_zero_iff.1 (hb.trans_eq (zero_mul _))
  rw [eq_div_iff (ne_of_gt hΩ)]
  linear_combination h0

end

end PseudopotentialAverageShift
```

```lean
#print axioms PseudopotentialAverageShift.deformationPotential_shift
#print axioms PseudopotentialAverageShift.average_potential_shift
#print axioms PseudopotentialAverageShift.bandEnergy_derivative_shift
#print axioms PseudopotentialAverageShift.shift_eq_const_div_volume
```

```
'PseudopotentialAverageShift.deformationPotential_shift' depends on axioms: [propext, Classical.choice, Quot.sound]
'PseudopotentialAverageShift.average_potential_shift' depends on axioms: [propext, Classical.choice, Quot.sound]
'PseudopotentialAverageShift.bandEnergy_derivative_shift' depends on axioms: [propext, Classical.choice, Quot.sound]
'PseudopotentialAverageShift.shift_eq_const_div_volume' depends on axioms: [propext, Classical.choice, Quot.sound]
```

## From the eigenvalue equation to the converse

`eigenvector_shift_iff` expands both sides of the eigenvalue equation and cancels the common term cv, with `add_left_inj` as the cancellation. `isLevel_shift_iff` applies this to the nonzero state inside `IsLevel`.

`hasDerivAt_shiftedLevel` combines the sum and quotient rules to get e′ − α/Ω². `deformationPotential_shift` supplies this derivative as the witness, and `field_simp` proves the remaining identity Ω(α/Ω²) = α/Ω. The quotient rule is where Ω ≠ 0 is needed.

In `average_potential_shift`, the first two conclusions come from these lemmas, and the equality of gaps is algebra. For the gap's deformation potential, the proof takes the derivatives `a` and `b` of the two shifted levels and subtracts them; `linear_combination` then cancels the two copies of α/Ω.

`bandEnergy_derivative_shift` differentiates the finite sum term by term, with each occupation as a constant factor, and collects the shifts into (Σᵢ fᵢ)α/Ω².

For the converse, `shift_eq_const_div_volume` uses the product rule to show that `V * c V` has zero derivative at every positive volume. The mean value inequality on the interval (0, ∞), with derivative bound zero, then gives Ωc(Ω) = 1 · c(1). The constant α is therefore `c 1`, the shift at unit volume times that volume.
